# At positive density, a switched Laplacian-level kinetic energy density never falls below the von Weizsäcker density

A deorbitalized meta-GGA replaces the positive-definite orbital kinetic energy density, $\tfrac12\sum_i|\nabla\psi_i|^2$ over the occupied spin orbitals $\psi_i$ in atomic units, by a model built from the density $n$, its gradient and its Laplacian. The orbital quantity is never below the von Weizsäcker density $\tau_W=|\nabla n|^2/(8n)$, but a model can be. The second-order gradient expansion, for instance, becomes negative where the Laplacian is sufficiently negative, as it is close to a nucleus. Can a smooth switch restore the bound at every point?

## The switch and the bound

In atomic units, for a spin-unpolarized density $n>0$, let

$$\tau_{TF}=\tfrac{3}{10}K n^{5/3},\quad p=\frac{|\nabla n|^2}{4Kn^{8/3}},\quad q=\frac{\nabla^2 n}{4Kn^{5/3}},\quad K=(3\pi^2)^{2/3}.$$

Let $G(p,q)$ be any model enhancement factor, $F_W=5p/3$ and $z=G-F_W$. The switched density is

$$\tau=\tau_{TF}\,[F_W+z f(z)],$$

where $f=0$ for $z\le 0$, $f=1$ for $z\ge a$, and in between

$$f(z)=\left(\frac{1+e^{a/(a-z)}}{e^{a/z}+e^{a/(a-z)}}\right)^b .$$

The parameter $a$ sets how far $G$ must exceed $F_W$ before it is used unchanged, and $b$ shapes the transition. For $a,b>0$, $f$ is smooth with values in $[0,1]$, and

$$\tau_W\le\tau\le\max(\tau_W,\ \tau_{TF}G).$$

## Where a code relies on it

The SCAN functional takes the indicator $\alpha=(\tau-\tau_W)/\tau_{TF}$ as input and is designed for $\alpha\ge 0$; some of its regularized relatives use a modified indicator. Here $\alpha=zf(z)$, so in exact arithmetic the deorbitalized input stays in that range at every grid point with $n>0$, whatever real value $G$ returns, although this says nothing about how accurate $G$ is.

## Derivation

**Lower bound.** The Thomas-Fermi prefactor cancels:

$$\tau_{TF}F_W=\frac{3}{10}Kn^{5/3}\cdot\frac53\cdot\frac{|\nabla n|^2}{4Kn^{8/3}}=\frac{|\nabla n|^2}{8n}=\tau_W .$$

Hence $\tau=\tau_W+\tau_{TF}\,zf(z)$. If $z\le0$, then $f=0$ and the remainder vanishes. If $z>0$, then $f>0$ and the remainder is positive. So $\tau\ge\tau_W$, with equality exactly when $G\le F_W$.

**Upper bound.** In the middle branch $e^{a/z}\ge1$, so the quotient is positive and at most 1, as is its $b$-th power. For $z\ge0$ this gives $zf(z)\le z$ and $\tau\le\tau_{TF}G$; for $z\le0$, $\tau=\tau_W$. Once $z\ge a$, $f=1$ and $\tau=\tau_{TF}G$.

**Smoothness.** Let $E(x)=e^{-1/x}$ for $x>0$ and $E(x)=0$ otherwise; $E$ is smooth. Put $A=E(z/a)$ and $B=E((a-z)/a)$. Multiplying the numerator and denominator of the middle branch by $AB$ turns the quotient into $A(1+B)/(A+B)$. Since $A^b=E(z/(ab))$ for $z>0$,

$$f(z)=E\!\left(\frac{z}{ab}\right)\left(\frac{1+B}{A+B}\right)^b .$$

This holds on the whole line: for $z\le0$ the first factor is zero, and for $z\ge a$ we have $B=0$, so the product is $A^bA^{-b}=1$. $A$ and $B$ never vanish together, so the quotient is smooth and positive, and so is its power.

**A numerical instance.** Take $a=b=1$, $p=0.3$ and $G=1$. Then $F_W=0.5$, $z=0.5$ and $f=(1+e^2)/(2e^2)\approx0.568$. The switched factor is $0.5+0.5\cdot0.568\approx0.784$, between $F_W$ and $G$. If $G=-0.2$ instead, then $z=-0.7$, $f=0$ and the factor is $0.5$.

## The Lean file

```lean
import Mathlib

noncomputable section

namespace LaplacianKineticDensity

/-- The switching function: 0 for `z ≤ 0`, 1 for positive `z ≥ a`, and a ratio of exponentials
raised to the power `b` in between. -/
def pcSwitch (a b z : ℝ) : ℝ :=
  if z ≤ 0 then 0
  else if a ≤ z then 1
  else ((1 + Real.exp (a / (a - z))) / (Real.exp (a / z) + Real.exp (a / (a - z)))) ^ b

/-- The Thomas-Fermi kinetic energy density of a uniform gas of density `n`. -/
def tauTF (n : ℝ) : ℝ := 3 / 10 * (3 * Real.pi ^ 2) ^ (2 / 3 : ℝ) * n ^ (5 / 3 : ℝ)

/-- The von Weizsaecker kinetic energy density for density `n` and density gradient `g`. -/
def tauW (n : ℝ) (g : EuclideanSpace ℝ (Fin 3)) : ℝ := ‖g‖ ^ 2 / (8 * n)

/-- The squared reduced density gradient `p`. -/
def redGrad (n : ℝ) (g : EuclideanSpace ℝ (Fin 3)) : ℝ :=
  ‖g‖ ^ 2 / (4 * (3 * Real.pi ^ 2) ^ (2 / 3 : ℝ) * n ^ (8 / 3 : ℝ))

/-- The reduced density Laplacian `q`, for density `n` and Laplacian `L`. -/
def redLap (n L : ℝ) : ℝ :=
  L / (4 * (3 * Real.pi ^ 2) ^ (2 / 3 : ℝ) * n ^ (5 / 3 : ℝ))

/-- The von Weizsaecker enhancement factor as a function of `p`. -/
def FW (p : ℝ) : ℝ := 5 / 3 * p

/-- The difference `z` between an enhancement factor `G(p, q)` and the von Weizsaecker one. -/
def excess (G : ℝ → ℝ → ℝ) (n : ℝ) (g : EuclideanSpace ℝ (Fin 3)) (L : ℝ) : ℝ :=
  G (redGrad n g) (redLap n L) - FW (redGrad n g)

/-- The interpolated Laplacian-level kinetic energy density, with enhancement factor
`F_W + z f(z)`. -/
def tauPC (G : ℝ → ℝ → ℝ) (a b n : ℝ) (g : EuclideanSpace ℝ (Fin 3)) (L : ℝ) : ℝ :=
  tauTF n * (FW (redGrad n g) + excess G n g L * pcSwitch a b (excess G n g L))

/-- For positive `a` and `b` the three branches of the switching function are one product of a flat
exponential and a power of a quotient. -/
theorem pcSwitch_eq_glue {a b : ℝ} (ha : 0 < a) (hb : 0 < b) (z : ℝ) :
    pcSwitch a b z = expNegInvGlue (z / (a * b)) *
      ((1 + expNegInvGlue ((a - z) / a)) /
        (expNegInvGlue (z / a) + expNegInvGlue ((a - z) / a))) ^ b := by
  have glue : ∀ x : ℝ, 0 < x → expNegInvGlue x = Real.exp (-x⁻¹) := fun x hx => by
    rw [expNegInvGlue, if_neg (not_le.mpr hx)]
  by_cases h0 : z ≤ 0
  · rw [expNegInvGlue.zero_of_nonpos
      (div_nonpos_of_nonpos_of_nonneg h0 (mul_pos ha hb).le), zero_mul, pcSwitch, if_pos h0]
  · have hz : 0 < z := not_le.mp h0
    -- the exponent `b` is absorbed into the flat exponential
    have key : expNegInvGlue (z / (a * b)) = expNegInvGlue (z / a) ^ b := by
      rw [glue _ (by positivity), glue _ (by positivity), ← Real.exp_mul, inv_div, inv_div]
      congr 1
      ring
    have hu : 0 < expNegInvGlue (z / a) := expNegInvGlue.pos_of_pos (by positivity)
    have hv : 0 ≤ expNegInvGlue ((a - z) / a) := expNegInvGlue.nonneg _
    rw [key, ← Real.mul_rpow hu.le (by positivity), pcSwitch, if_neg h0]
    by_cases h1 : a ≤ z
    · rw [if_pos h1, expNegInvGlue.zero_of_nonpos
        (div_nonpos_of_nonpos_of_nonneg (sub_nonpos.mpr h1) ha.le), add_zero, add_zero,
        mul_one_div_cancel hu.ne', Real.one_rpow]
    · have haz : 0 < a - z := sub_pos.mpr (not_le.mp h1)
      have aux : ∀ A B : ℝ, 0 < A → 0 < B →
          (1 + B) / (A + B) = A⁻¹ * ((1 + B⁻¹) / (A⁻¹ + B⁻¹)) := by
        intro A B hA hB
        field_simp
        ring
      rw [if_neg h1, glue _ (div_pos hz ha), glue _ (div_pos haz ha), inv_div, inv_div,
        Real.exp_neg, Real.exp_neg, ← aux _ _ (Real.exp_pos _) (Real.exp_pos _)]

/-- For positive `a` and `b` the switching function has continuous derivatives of
every order on the whole real line. -/
theorem pcSwitch_contDiff {a b : ℝ} (ha : 0 < a) (hb : 0 < b) (m : ℕ∞) :
    ContDiff ℝ m (pcSwitch a b) := by
  have hw : ContDiff ℝ m (fun z : ℝ => expNegInvGlue (z / (a * b))) :=
    expNegInvGlue.contDiff.comp (contDiff_id.div_const (a * b))
  have hu : ContDiff ℝ m (fun z : ℝ => expNegInvGlue (z / a)) :=
    expNegInvGlue.contDiff.comp (contDiff_id.div_const a)
  have hv : ContDiff ℝ m (fun z : ℝ => expNegInvGlue ((a - z) / a)) :=
    expNegInvGlue.contDiff.comp ((contDiff_const.sub contDiff_id).div_const a)
  -- the two flat exponentials never vanish together
  have hd : ∀ z : ℝ, 0 < expNegInvGlue (z / a) + expNegInvGlue ((a - z) / a) := by
    intro z
    by_cases h : z ≤ 0
    · exact add_pos_of_nonneg_of_pos (expNegInvGlue.nonneg _)
        (expNegInvGlue.pos_of_pos (div_pos (by linarith) ha))
    · exact add_pos_of_pos_of_nonneg
        (expNegInvGlue.pos_of_pos (div_pos (not_le.mp h) ha)) (expNegInvGlue.nonneg _)
  have hn : ∀ z : ℝ, 0 < 1 + expNegInvGlue ((a - z) / a) := fun z =>
    add_pos_of_pos_of_nonneg one_pos (expNegInvGlue.nonneg _)
  rw [funext (pcSwitch_eq_glue ha hb)]
  exact hw.mul (((contDiff_const.add hv).div (hu.add hv) (fun z => (hd z).ne')).rpow_const_of_ne
    (fun z => (div_pos (hn z) (hd z)).ne'))

/-- For positive `a` and `b` the switching function is continuous. -/
theorem pcSwitch_continuous {a b : ℝ} (ha : 0 < a) (hb : 0 < b) :
    Continuous (pcSwitch a b) :=
  (pcSwitch_contDiff ha hb 0).continuous

/-- For a nonnegative exponent the switching function takes values between 0 and 1. -/
theorem pcSwitch_mem_Icc (a : ℝ) {b : ℝ} (hb : 0 ≤ b) (z : ℝ) :
    pcSwitch a b z ∈ Set.Icc (0 : ℝ) 1 := by
  unfold pcSwitch
  split_ifs with h0 h1
  · exact ⟨le_rfl, zero_le_one⟩
  · exact ⟨zero_le_one, le_rfl⟩
  · have hz : 0 < z := not_le.mp h0
    have ha : 0 < a := hz.trans (not_le.mp h1)
    have hA : 1 ≤ Real.exp (a / z) := Real.one_le_exp (div_pos ha hz).le
    refine ⟨by positivity, Real.rpow_le_one (by positivity) ?_ hb⟩
    rw [div_le_one (by positivity)]
    linarith

/-- The product `z f(z)` is nonnegative for every real `z`, and it vanishes exactly
when `z ≤ 0`. -/
theorem mul_pcSwitch_nonneg (a b z : ℝ) :
    0 ≤ z * pcSwitch a b z ∧ (z * pcSwitch a b z = 0 ↔ z ≤ 0) := by
  by_cases h0 : z ≤ 0
  · have hf : pcSwitch a b z = 0 := by rw [pcSwitch, if_pos h0]
    simp [hf, h0]
  · have hf : 0 < pcSwitch a b z := by
      rw [pcSwitch, if_neg h0]
      split_ifs
      · exact one_pos
      · positivity
    have h := mul_pos (not_le.mp h0) hf
    exact ⟨h.le, fun e => absurd e h.ne', fun e => absurd e h0⟩

/-- The Thomas-Fermi density times the factor `5p/3` is the von Weizsaecker density. -/
theorem tauTF_mul_FW {n : ℝ} (hn : 0 < n) (g : EuclideanSpace ℝ (Fin 3)) :
    tauTF n * FW (redGrad n g) = tauW n g := by
  have h8 : n ^ (8 / 3 : ℝ) = n ^ (5 / 3 : ℝ) * n := by
    rw [← Real.rpow_add_one hn.ne']
    norm_num
  have hK : 0 < (3 * Real.pi ^ 2) ^ (2 / 3 : ℝ) := by positivity
  have hm : 0 < n ^ (5 / 3 : ℝ) := by positivity
  unfold tauTF FW redGrad tauW
  rw [h8]
  generalize (3 * Real.pi ^ 2) ^ (2 / 3 : ℝ) = K at hK ⊢
  generalize n ^ (5 / 3 : ℝ) = m at hm ⊢
  field_simp
  ring

/-- At positive density the interpolated kinetic energy density never falls below the
von Weizsaecker one, and the two agree exactly when `G ≤ F_W`. -/
theorem tauW_le_tauPC (G : ℝ → ℝ → ℝ) (a b : ℝ) {n : ℝ} (hn : 0 < n)
    (g : EuclideanSpace ℝ (Fin 3)) (L : ℝ) :
    tauW n g ≤ tauPC G a b n g L ∧
      (tauPC G a b n g L = tauW n g ↔
        G (redGrad n g) (redLap n L) ≤ FW (redGrad n g)) := by
  have hT : 0 < tauTF n := by unfold tauTF; positivity
  obtain ⟨h1, h2⟩ := mul_pcSwitch_nonneg a b (excess G n g L)
  -- von Weizsaecker part plus a nonnegative remainder
  have hs : tauPC G a b n g L =
      tauW n g + tauTF n * (excess G n g L * pcSwitch a b (excess G n g L)) := by
    rw [tauPC, mul_add, tauTF_mul_FW hn]
  have hx : excess G n g L ≤ 0 ↔ G (redGrad n g) (redLap n L) ≤ FW (redGrad n g) := by
    unfold excess
    exact sub_nonpos
  rw [hs, ← hx, ← h2]
  refine ⟨le_add_of_nonneg_right (mul_nonneg hT.le h1), fun e => ?_, fun e => ?_⟩
  · have h3 : tauTF n * (excess G n g L * pcSwitch a b (excess G n g L)) = 0 := by linarith
    exact (mul_eq_zero.mp h3).resolve_left hT.ne'
  · rw [e, mul_zero, add_zero]

/-- For `n > 0` and `b ≥ 0` the interpolated kinetic energy density never exceeds the larger of the
von Weizsaecker density and the density with enhancement factor `G`. -/
theorem tauPC_le_max (G : ℝ → ℝ → ℝ) (a : ℝ) {b n : ℝ} (hb : 0 ≤ b) (hn : 0 < n)
    (g : EuclideanSpace ℝ (Fin 3)) (L : ℝ) :
    tauPC G a b n g L ≤ max (tauW n g) (tauTF n * G (redGrad n g) (redLap n L)) := by
  have hT : 0 < tauTF n := by unfold tauTF; positivity
  rcases le_total (G (redGrad n g) (redLap n L)) (FW (redGrad n g)) with h | h
  · exact le_max_of_le_left ((tauW_le_tauPC G a b hn g L).2.mpr h).le
  · have hx : 0 ≤ excess G n g L := by unfold excess; linarith
    have hf := mul_le_of_le_one_right hx (pcSwitch_mem_Icc a hb (excess G n g L)).2
    have hG : excess G n g L = G (redGrad n g) (redLap n L) - FW (redGrad n g) := rfl
    apply le_max_of_le_right
    unfold tauPC
    exact mul_le_mul_of_nonneg_left (by linarith) hT.le

/-- Where `G` exceeds the von Weizsaecker factor by at least `a > 0`, the interpolated
density is the one with enhancement factor `G`. -/
theorem tauPC_eq_of_large (G : ℝ → ℝ → ℝ) {a : ℝ} (ha : 0 < a) (b n : ℝ)
    (g : EuclideanSpace ℝ (Fin 3)) (L : ℝ)
    (h : FW (redGrad n g) + a ≤ G (redGrad n g) (redLap n L)) :
    tauPC G a b n g L = tauTF n * G (redGrad n g) (redLap n L) := by
  have hx : a ≤ excess G n g L := by unfold excess; linarith
  have hf : pcSwitch a b (excess G n g L) = 1 := by
    rw [pcSwitch, if_neg (not_le.mpr (ha.trans_le hx)), if_pos hx]
  rw [tauPC, hf, excess]
  ring

end LaplacianKineticDensity
```

```lean
#print axioms LaplacianKineticDensity.pcSwitch_continuous
#print axioms LaplacianKineticDensity.tauW_le_tauPC
#print axioms LaplacianKineticDensity.tauPC_le_max
#print axioms LaplacianKineticDensity.tauPC_eq_of_large
```

```
'LaplacianKineticDensity.pcSwitch_continuous' depends on axioms: [propext, Classical.choice, Quot.sound]
'LaplacianKineticDensity.tauW_le_tauPC' depends on axioms: [propext, Classical.choice, Quot.sound]
'LaplacianKineticDensity.tauPC_le_max' depends on axioms: [propext, Classical.choice, Quot.sound]
'LaplacianKineticDensity.tauPC_eq_of_large' depends on axioms: [propext, Classical.choice, Quot.sound]
```

## How the theorems map to the physics, and their limits

`pcSwitch` is $f$, `excess` is $z$ and `tauPC` is $\tau$. The gradient `g` is a vector in `EuclideanSpace ℝ (Fin 3)`, and the Laplacian `L` is a real number.

`pcSwitch_eq_glue` proves the product formula branch by branch, with Mathlib's `expNegInvGlue` as $E$; its `aux` step is the multiplication by $AB$. `pcSwitch_contDiff` then composes smooth functions, using `hd` for $A+B>0$, and continuity follows. `pcSwitch_mem_Icc` bounds the middle branch and needs only $b\ge0$.

`tauW_le_tauPC` combines the cancellation in `tauTF_mul_FW` with the sign result `mul_pcSwitch_nonneg`. It needs $n>0$ but no sign condition on $a$ or $b$. `tauPC_le_max` splits on whether $G\le F_W$ and assumes $b\ge0$; `tauPC_eq_of_large` assumes $a>0$.

The statements are pointwise: `n`, `g` and `L` are independent inputs, not derived from a density field. Smoothness is proved for $f$ alone, so the smoothness of $\tau$ also depends on the chosen $G$. The arithmetic is over the real numbers: in floating point, the middle branch as written can overflow to an undefined ratio just below $z=a$.
